# A combination of speed and total energy that never increases in linearly damped motion with bounded conservative force and speed

A particle of unit mass moves in a complete real inner product space under the force `-g(x)`, where `g` is the gradient of a potential `E`, and a linear friction `-c v` with `c ≥ 0`. If ‖g‖ is at most `G` and the speed at most `B` along the path for all times `t ≥ 0`, the theorem `speed_energy_antitone` states that `c ‖v‖⁴ + 4 G B H` never increases on that time range, where `H` is the potential plus kinetic energy. The attempt computes the derivative of this quantity as `4 c ‖v‖²` times the inner product of velocity and acceleration less `G B`. It then shows that the derivative is not positive, bounding the power of the conservative force by the Cauchy–Schwarz inequality.

This version doesn't compile in Lean 4 with Mathlib:

```lean
import Mathlib

open Filter Set Topology

namespace DampedDynamics

variable {V : Type*} [NormedAddCommGroup V] [InnerProductSpace ℝ V]

/-- The pair `(x, v)` solves `x' = v`, `v' = -g(x) - c v` for all times `t ≥ 0`
(one-sided derivatives at `t = 0`). -/
structure IsDampedTrajectory (g : V → V) (c : ℝ) (x v : ℝ → V) : Prop where
  position : ∀ t, 0 ≤ t → HasDerivWithinAt x (v t) (Ici 0) t
  velocity : ∀ t, 0 ≤ t → HasDerivWithinAt v (-g (x t) - c • v t) (Ici 0) t

/-- Potential plus kinetic energy (unit mass) at time `t`. -/
noncomputable def totalEnergy (E : V → ℝ) (x v : ℝ → V) (t : ℝ) : ℝ :=
  E (x t) + ‖v t‖ ^ 2 / 2

variable [CompleteSpace V] {E : V → ℝ} {g : V → V} {c : ℝ} {x v : ℝ → V}

/-- The total energy changes at the rate `-c ‖v‖²`. -/
theorem energy_hasDeriv (hE : ∀ y, HasGradientAt E (g y) y)
    (h : IsDampedTrajectory g c x v) {t : ℝ} (ht : 0 ≤ t) :
    HasDerivWithinAt (totalEnergy E x v) (-(c * ‖v t‖ ^ 2)) (Ici 0) t := by
  have h1 : HasDerivWithinAt (fun s => E (x s)) (inner ℝ (g (x t)) (v t)) (Ici 0) t := by
    have h0 := (hE (x t)).hasFDerivAt.comp_hasDerivWithinAt t (h.position t ht)
    simpa [Function.comp_def] using h0
  have h2 := (h.velocity t ht).norm_sq.div_const 2
  have h3 : HasDerivWithinAt (totalEnergy E x v) _ (Ici 0) t := h1.add h2
  refine h3.congr_deriv ?_
  -- the work of the conservative force cancels
  rw [inner_sub_right, inner_neg_right, inner_smul_right, real_inner_self_eq_norm_sq,
    real_inner_comm (g (x t)) (v t)]
  ring

/-- If forces are bounded by `G` and speeds by `B` along the path, then
`c ‖v‖⁴ + 4 G B H` never increases, where `H` is the total energy. -/
theorem speed_energy_antitone (hE : ∀ y, HasGradientAt E (g y) y)
    (h : IsDampedTrajectory g c x v) (hc : 0 ≤ c) {G B : ℝ}
    (hG : ∀ t, 0 ≤ t → ‖g (x t)‖ ≤ G) (hB : ∀ t, 0 ≤ t → ‖v t‖ ≤ B) :
    AntitoneOn (fun t => c * ‖v t‖ ^ 4 + 4 * G * B * totalEnergy E x v t) (Ici 0) := by
  have hd : ∀ t, 0 ≤ t → HasDerivWithinAt
      (fun s => c * ‖v s‖ ^ 4 + 4 * G * B * totalEnergy E x v s)
      (4 * c * ‖v t‖ ^ 2 * (inner ℝ (v t) (-g (x t) - c • v t) - G * B)) (Ici 0) t := by
    intro t ht
    have h1 := (h.velocity t ht).norm_sq
    have h2 := ((h1.mul h1).const_mul c).add ((energy_hasDeriv hE h ht).const_mul (4 * G * B))
    convert h2 using 1
    · funext s
      simp only [Pi.add_apply, Pi.mul_apply]
      ring
    · ring
  refine antitoneOn_of_hasDerivWithinAt_nonpos (convex_Ici 0)
    (fun t ht => (hd t ht).continuousWithinAt)
    (fun t ht => (hd t (interior_subset ht)).mono interior_subset) ?_
  intro t ht
  have ht0 : 0 ≤ t := interior_subset ht
  -- the power delivered by the force is at most `G B`
  have h1 : -inner ℝ (v t) (g (x t)) ≤ G * B := by
    have h2 := neg_le_of_abs_le (abs_real_inner_le_norm (v t) (g (x t)))
    have h3 : ‖v t‖ * ‖g (x t)‖ ≤ B * G :=
      mul_le_mul (hB t ht0) (hG t ht0) (norm_nonneg _) ((norm_nonneg _).trans (hB t ht0))
    linarith
  have h4 : 0 ≤ c * ‖v t‖ ^ 2 := by positivity
  rw [inner_sub_right, inner_neg_right, inner_smul_right, real_inner_self_eq_norm_sq]
  exact mul_nonpos_of_nonneg_of_nonpos (by positivity) (by linarith)

end DampedDynamics
```

Messages:

```
Main.lean:49:6: error: Tactic `apply` failed: could not unify the conclusion of `@funext`
  ?f = ?g
with the goal
  Real.instAddCommGroup = Real.normedAddCommGroup.toAddCommGroup

Note: The full type of `@funext` is
  ∀ {α : Sort ?u.189} {β : α → Sort ?u.188} {f g : (x : α) → β x}, (∀ (x : α), f x = g x) → f = g

case e'_4
V : Type u_1
inst✝² : NormedAddCommGroup V
inst✝¹ : InnerProductSpace ℝ V
inst✝ : CompleteSpace V
E : V → ℝ
g : V → V
c : ℝ
x v : ℝ → V
hE : ∀ (y : V), HasGradientAt E (g y) y
h : IsDampedTrajectory g c x v
hc : 0 ≤ c
G B : ℝ
hG : ∀ (t : ℝ), 0 ≤ t → ‖g (x t)‖ ≤ G
hB : ∀ (t : ℝ), 0 ≤ t → ‖v t‖ ≤ B
t : ℝ
ht : 0 ≤ t
h1 : HasDerivWithinAt (fun x => ‖v x‖ ^ 2) (2 * inner ℝ (v t) (-g (x t) - c • v t)) (Ici 0) t
h2 :
  HasDerivWithinAt
    ((fun y => c * ((fun x => ‖v x‖ ^ 2) * fun x => ‖v x‖ ^ 2) y) + fun y => 4 * G * B * totalEnergy E x v y)
    (c * (2 * inner ℝ (v t) (-g (x t) - c • v t) * ‖v t‖ ^ 2 + ‖v t‖ ^ 2 * (2 * inner ℝ (v t) (-g (x t) - c • v t))) +
      4 * G * B * -(c * ‖v t‖ ^ 2))
    (Ici 0) t
⊢ Real.instAddCommGroup = Real.normedAddCommGroup.toAddCommGroup
Main.lean:52:6: error: `ring_nf` made no progress on the goal
Main.lean:44:86: error: unsolved goals
case e'_8
V : Type u_1
inst✝² : NormedAddCommGroup V
inst✝¹ : InnerProductSpace ℝ V
inst✝ : CompleteSpace V
E : V → ℝ
g : V → V
c : ℝ
x v : ℝ → V
hE : ∀ (y : V), HasGradientAt E (g y) y
h : IsDampedTrajectory g c x v
hc : 0 ≤ c
G B : ℝ
hG : ∀ (t : ℝ), 0 ≤ t → ‖g (x t)‖ ≤ G
hB : ∀ (t : ℝ), 0 ≤ t → ‖v t‖ ≤ B
t : ℝ
ht : 0 ≤ t
h1 : HasDerivWithinAt (fun x => ‖v x‖ ^ 2) (2 * inner ℝ (v t) (-g (x t) - c • v t)) (Ici 0) t
h2 :
  HasDerivWithinAt
    ((fun y => c * ((fun x => ‖v x‖ ^ 2) * fun x => ‖v x‖ ^ 2) y) + fun y => 4 * G * B * totalEnergy E x v y)
    (c * (2 * inner ℝ (v t) (-g (x t) - c • v t) * ‖v t‖ ^ 2 + ‖v t‖ ^ 2 * (2 * inner ℝ (v t) (-g (x t) - c • v t))) +
      4 * G * B * -(c * ‖v t‖ ^ 2))
    (Ici 0) t
⊢ (fun s => c * ‖v s‖ ^ 4 + 4 * G * B * totalEnergy E x v s) =
    (fun y => c * ((fun x => ‖v x‖ ^ 2) * fun x => ‖v x‖ ^ 2) y) + fun y => 4 * G * B * totalEnergy E x v y

case e'_9
V : Type u_1
inst✝² : NormedAddCommGroup V
inst✝¹ : InnerProductSpace ℝ V
inst✝ : CompleteSpace V
E : V → ℝ
g : V → V
c : ℝ
x v : ℝ → V
hE : ∀ (y : V), HasGradientAt E (g y) y
h : IsDampedTrajectory g c x v
hc : 0 ≤ c
G B : ℝ
hG : ∀ (t : ℝ), 0 ≤ t → ‖g (x t)‖ ≤ G
hB : ∀ (t : ℝ), 0 ≤ t → ‖v t‖ ≤ B
t : ℝ
ht : 0 ≤ t
h1 : HasDerivWithinAt (fun x => ‖v x‖ ^ 2) (2 * inner ℝ (v t) (-g (x t) - c • v t)) (Ici 0) t
h2 :
  HasDerivWithinAt
    ((fun y => c * ((fun x => ‖v x‖ ^ 2) * fun x => ‖v x‖ ^ 2) y) + fun y => 4 * G * B * totalEnergy E x v y)
    (c * (2 * inner ℝ (v t) (-g (x t) - c • v t) * ‖v t‖ ^ 2 + ‖v t‖ ^ 2 * (2 * inner ℝ (v t) (-g (x t) - c • v t))) +
      4 * G * B * -(c * ‖v t‖ ^ 2))
    (Ici 0) t
⊢ 4 * c * ‖v t‖ ^ 2 * (inner ℝ (v t) (-g (x t) - c • v t) - G * B) =
    c * (2 * inner ℝ (v t) (-g (x t) - c • v t) * ‖v t‖ ^ 2 + ‖v t‖ ^ 2 * (2 * inner ℝ (v t) (-g (x t) - c • v t))) +
      4 * G * B * -(c * ‖v t‖ ^ 2)
```

Diagnosis. The proof expects `convert h2 using 1` to leave two goals, one for the function and one for its derivative. But `convert` also compares the instance arguments of `HasDerivWithinAt`, and the first goal it leaves is an equality of two additive group structures on ℝ. `funext` cannot apply there, since the sides are not functions. The second bullet's `ring` also meets a goal it can't advance, which the messages don't show. The two intended goals come later, as `e'_8` and `e'_9`, and no bullet is left for them, hence the "unsolved goals" error.

The repair drops `convert`. `hd` is now stated with `‖v s‖ ^ 2 * ‖v s‖ ^ 2`, which agrees with the function in `h2` by unfolding definitions, so `h2.congr_deriv` needs only the equality of the derivatives, and `ring` proves it. The new `hf` proves that the fourth power equals this product, and `rw [hf]` puts the main goal in the same form, so that `hd` fits it.

Removing the wrapper `h1` round the power bound is mere tidying: the last `linarith` uses `h2` and `h3` directly.

This version goes through:

```diff
@@ -40,15 +40,16 @@
     (hG : ∀ t, 0 ≤ t → ‖g (x t)‖ ≤ G) (hB : ∀ t, 0 ≤ t → ‖v t‖ ≤ B) :
     AntitoneOn (fun t => c * ‖v t‖ ^ 4 + 4 * G * B * totalEnergy E x v t) (Ici 0) := by
+  have hf : (fun t => c * ‖v t‖ ^ 4 + 4 * G * B * totalEnergy E x v t) =
+      fun t => c * (‖v t‖ ^ 2 * ‖v t‖ ^ 2) + 4 * G * B * totalEnergy E x v t := by
+    funext t
+    ring
   have hd : ∀ t, 0 ≤ t → HasDerivWithinAt
-      (fun s => c * ‖v s‖ ^ 4 + 4 * G * B * totalEnergy E x v s)
+      (fun s => c * (‖v s‖ ^ 2 * ‖v s‖ ^ 2) + 4 * G * B * totalEnergy E x v s)
       (4 * c * ‖v t‖ ^ 2 * (inner ℝ (v t) (-g (x t) - c • v t) - G * B)) (Ici 0) t := by
     intro t ht
     have h1 := (h.velocity t ht).norm_sq
     have h2 := ((h1.mul h1).const_mul c).add ((energy_hasDeriv hE h ht).const_mul (4 * G * B))
-    convert h2 using 1
-    · funext s
-      simp only [Pi.add_apply, Pi.mul_apply]
-      ring
-    · ring
+    exact h2.congr_deriv (by ring)
+  rw [hf]
   refine antitoneOn_of_hasDerivWithinAt_nonpos (convex_Ici 0)
     (fun t ht => (hd t ht).continuousWithinAt)
@@ -57,9 +58,7 @@
   have ht0 : 0 ≤ t := interior_subset ht
   -- the power delivered by the force is at most `G B`
-  have h1 : -inner ℝ (v t) (g (x t)) ≤ G * B := by
-    have h2 := neg_le_of_abs_le (abs_real_inner_le_norm (v t) (g (x t)))
-    have h3 : ‖v t‖ * ‖g (x t)‖ ≤ B * G :=
-      mul_le_mul (hB t ht0) (hG t ht0) (norm_nonneg _) ((norm_nonneg _).trans (hB t ht0))
-    linarith
+  have h2 := neg_le_of_abs_le (abs_real_inner_le_norm (v t) (g (x t)))
+  have h3 : ‖v t‖ * ‖g (x t)‖ ≤ B * G :=
+    mul_le_mul (hB t ht0) (hG t ht0) (norm_nonneg _) ((norm_nonneg _).trans (hB t ht0))
   have h4 : 0 ≤ c * ‖v t‖ ^ 2 := by positivity
   rw [inner_sub_right, inner_neg_right, inner_smul_right, real_inner_self_eq_norm_sq]
```
